# Variance of one spin's projection in the stretched states of two coupled spins

## Counting lowering steps

Two spins $j_1=a/2$ and $j_2=b/2$ are described here by natural numbers: a product state is labelled by the numbers $k,l$ of lowering steps from the top of each spin, so that $m_1=a/2-k$ and $m_2=b/2-l$. This treats integer and half-integer spins alike. Write $N=a+b$. The stretched multiplet has $J=N/2$, and its state $n$ steps below the top has $M=J-n$.

The amplitudes are defined by a closed formula,

$$\psi_n(k,l)=\sqrt{\frac{\binom ak\binom bl}{\binom Nn}}\quad (k+l=n),$$

and are zero otherwise. Two properties identify them as Clebsch-Gordan coefficients, with all signs non-negative: $\psi_0$ is the product of the two highest states, and the total lowering operator takes $\psi_n$ to $\psi_{n+1}$ with the ladder factor of a spin $N/2$.

## The variance in words and in Lean

For $N\ge2$ and $n\le N$, `varianceM1_eq` states

$$\operatorname{Var}(m_1)=\frac{n\,a\,b\,(N-n)}{N^2(N-1)}.$$

`stretched` is the amplitude $\psi_n(k,l)$, and `lower` is $J_{1-}+J_{2-}$ acting on amplitudes, with $\hbar=1$. `average` weights a function of $k$ with the squared amplitudes, and `varianceM1` is the mean squared deviation of $m_1$ from its own average. The hypothesis `n ≤ a + b` keeps the state inside the multiplet; `2 ≤ a + b` keeps the denominator nonzero. Multiplets with $J<j_1+j_2$ are not treated.

In a spin-only model of two magnetic centres, the formula gives the variance of one centre's spin projection in each state of definite $M$ of the multiplet of highest total spin.

## From ladder factors to moments

Lowering the first spin from step $k-1$ to step $k$ has matrix element $\sqrt{k(a-k+1)}$. Since $(a-k+1)\binom a{k-1}=k\binom ak$,

$$\sqrt{k(a-k+1)}\sqrt{\tbinom a{k-1}}=k\sqrt{\tbinom ak}.$$

The second spin gives the same with $l$ and $b$. For $k+l=n+1$ the lowered amplitude is therefore

$$(k+l)\frac{\sqrt{\binom ak\binom bl}}{\sqrt{\binom Nn}}=\sqrt{(n+1)(N-n)}\;\psi_{n+1}(k,l),$$

where the last step, for $n<N$, uses the ladder identity for a spin $N/2$. At $n=N$ the left side vanishes, because $k+l=N+1$ forces $k>a$ or $l>b$: the lowest state is annihilated. The closed formula for $\psi_{N+1}$ would then read $0/0$; Lean's convention $x/0=0$ makes it zero, so the formal identity holds there too.

Let $x_{(r)}=x(x-1)\cdots(x-r+1)$ and

$$S_r(a,n)=\sum_{k=0}^n\binom ak\binom b{n-k}k_{(r)}.$$

Vandermonde's identity is $S_0(a,n)=\binom Nn$. For $a,n\ge1$, absorbing a factor through $k\binom ak=a\binom{a-1}{k-1}$ gives $S_{r+1}(a,n)=a\,S_r(a-1,n-1)$; if $a=0$ or $n=0$, then $S_{r+1}=0$. Induction on $r$, with $N\binom{N-1}{n-1}=n\binom Nn$, yields

$$N_{(r)}S_r(a,n)=a_{(r)}n_{(r)}\tbinom Nn .$$

Dividing by $\binom Nn$ gives $N_{(r)}\langle k_{(r)}\rangle=a_{(r)}n_{(r)}$. Order 0 is normalisation. Orders 1 and 2 give

$$\langle k\rangle=\frac{an}{N},\qquad \langle k(k-1)\rangle=\frac{a(a-1)n(n-1)}{N(N-1)}.$$

Thus $\langle m_1\rangle=a/2-an/N=Mj_1/J$. As $m_1$ and $k$ differ by a sign and a constant, their variances agree:

$$\begin{aligned}
\operatorname{Var}(m_1)&=\langle k(k-1)\rangle+\langle k\rangle-\langle k\rangle^2\\
&=\frac{an\,[N(a-1)(n-1)+N(N-1)-an(N-1)]}{N^2(N-1)}.
\end{aligned}$$

The bracket equals $(N-a)(N-n)=b(N-n)$, which gives the result. The variance vanishes exactly when $a=0$, $b=0$, $n=0$ or $n=N$.

## Two spins one half

For $a=b=n=1$ the state is the $M=0$ triplet. The values $m_1=\pm\tfrac12$ each have probability $\tfrac12$, and the variance is $\tfrac14$, as the formula gives.

## The Lean file

```lean
import Mathlib

open Finset

namespace StretchedClebschGordanVariance

noncomputable section

/-- Amplitude of the stretched state (`J = (a+b)/2`, `M = J - n`) on the product state with
`m1 = a/2 - k` and `m2 = b/2 - l`. -/
def stretched (a b n k l : ℕ) : ℝ :=
  if k + l = n then √((a.choose k : ℝ) * (b.choose l : ℝ) / ((a + b).choose n : ℝ)) else 0

/-- The total lowering operator `J1- + J2-` acting on the amplitudes of a state of two spins
`a/2` and `b/2`. -/
def lower (a b : ℕ) (ψ : ℕ → ℕ → ℝ) (k l : ℕ) : ℝ :=
  √((k : ℝ) * ((a : ℝ) - k + 1)) * ψ (k - 1) l + √((l : ℝ) * ((b : ℝ) - l + 1)) * ψ k (l - 1)

/-- Average, in the stretched state, of a function of the number `k` of lowering steps
carried by the first spin. -/
def average (a b n : ℕ) (f : ℕ → ℝ) : ℝ :=
  ∑ k ∈ range (n + 1), stretched a b n k (n - k) ^ 2 * f k

/-- Variance of the projection `m1 = a/2 - k` of the first spin in the stretched state. -/
def varianceM1 (a b n : ℕ) : ℝ :=
  average a b n (fun k => ((a : ℝ) / 2 - k - average a b n (fun i => (a : ℝ) / 2 - i)) ^ 2)

/-- The ladder matrix element of a single spin times the root of the binomial coefficient `C(a,k-1)`
is `k` times the root of `C(a,k)`. -/
theorem ladder_choose (a k : ℕ) :
    √((k : ℝ) * ((a : ℝ) - k + 1)) * √(a.choose (k - 1) : ℝ) = k * √(a.choose k : ℝ) := by
  rcases k with _ | k
  · simp
  · have h : ((a : ℝ) - k) * (a.choose k : ℝ) = (k + 1) * (a.choose (k + 1) : ℝ) := by
      rcases le_or_gt k a with h | h
      · have h2 := congrArg (Nat.cast : ℕ → ℝ) (Nat.choose_succ_right_eq a k)
        push_cast [Nat.cast_sub h] at h2
        linear_combination -h2
      · simp [Nat.choose_eq_zero_of_lt h, Nat.choose_eq_zero_of_lt (show a < k + 1 by omega)]
    have h3 : (((k + 1 : ℕ) : ℝ) * ((a : ℝ) - ((k + 1 : ℕ) : ℝ) + 1)) * (a.choose k : ℝ)
        = ((k + 1 : ℕ) : ℝ) ^ 2 * (a.choose (k + 1) : ℝ) := by
      push_cast
      linear_combination ((k : ℝ) + 1) * h
    rw [Nat.add_sub_cancel, ← Real.sqrt_mul' _ (Nat.cast_nonneg _), h3,
      Real.sqrt_mul (sq_nonneg _), Real.sqrt_sq (Nat.cast_nonneg _)]

private lemma amp_split (x y z : ℕ) : √((x : ℝ) * (y : ℝ) / (z : ℝ)) = √(x : ℝ) * √(y : ℝ) / √(z : ℝ) := by
  rw [Real.sqrt_div (mul_nonneg (Nat.cast_nonneg x) (Nat.cast_nonneg y)),
    Real.sqrt_mul (Nat.cast_nonneg x)]

/-- With no lowering step the stretched state is the product of the two highest states. -/
theorem stretched_top (a b k l : ℕ) :
    stretched a b 0 k l = if k = 0 ∧ l = 0 then 1 else 0 := by
  by_cases h : k + l = 0
  · obtain ⟨rfl, rfl⟩ : k = 0 ∧ l = 0 := by omega
    simp [stretched]
  · have h' : ¬(k = 0 ∧ l = 0) := by omega
    rw [stretched, if_neg h, if_neg h']

/-- The total lowering operator takes each stretched state to the next one, with the ladder
factor `√((n+1)(a+b-n))` of a spin `(a+b)/2`. -/
theorem lower_stretched (a b n k l : ℕ) :
    lower a b (stretched a b n) k l
      = √(((n : ℝ) + 1) * ((a : ℝ) + b - n)) * stretched a b (n + 1) k l := by
  -- contribution of the first spin
  have e1 : √((k : ℝ) * ((a : ℝ) - k + 1)) * stretched a b n (k - 1) l
      = if k + l = n + 1 then
          k * (√(a.choose k : ℝ) * √(b.choose l : ℝ)) / √((a + b).choose n : ℝ) else 0 := by
    rcases k with _ | k
    · simp
    · have hk := ladder_choose a (k + 1)
      by_cases h : k + 1 + l = n + 1
      · have hs : k + 1 - 1 + l = n := by omega
        rw [if_pos h, stretched, if_pos hs, amp_split]
        linear_combination (√(b.choose l : ℝ) / √((a + b).choose n : ℝ)) * hk
      · have hs : ¬(k + 1 - 1 + l = n) := by omega
        rw [if_neg h, stretched, if_neg hs, mul_zero]
  -- contribution of the second spin
  have e2 : √((l : ℝ) * ((b : ℝ) - l + 1)) * stretched a b n k (l - 1)
      = if k + l = n + 1 then
          l * (√(a.choose k : ℝ) * √(b.choose l : ℝ)) / √((a + b).choose n : ℝ) else 0 := by
    rcases l with _ | l
    · simp
    · have hl := ladder_choose b (l + 1)
      by_cases h : k + (l + 1) = n + 1
      · have hs : k + (l + 1 - 1) = n := by omega
        rw [if_pos h, stretched, if_pos hs, amp_split]
        linear_combination (√(a.choose k : ℝ) / √((a + b).choose n : ℝ)) * hl
      · have hs : ¬(k + (l + 1 - 1) = n) := by omega
        rw [if_neg h, stretched, if_neg hs, mul_zero]
  rw [lower, e1, e2, stretched]
  by_cases h : k + l = n + 1
  · simp only [if_pos h, amp_split]
    have hn : √(((n : ℝ) + 1) * ((a : ℝ) + b - n)) * √((a + b).choose n : ℝ)
        = (n + 1) * √((a + b).choose (n + 1) : ℝ) := by
      have h0 := ladder_choose (a + b) (n + 1)
      rw [Nat.add_sub_cancel] at h0
      push_cast at h0
      rw [show (a : ℝ) + b - n = a + b - (n + 1) + 1 by ring]
      exact h0
    have hkl : (k : ℝ) + l = n + 1 := by exact_mod_cast h
    rcases lt_or_ge n (a + b) with hlt | hge
    · have p0 : √((a + b).choose n : ℝ) ≠ 0 :=
        (Real.sqrt_pos.mpr (Nat.cast_pos.mpr (Nat.choose_pos hlt.le))).ne'
      have p1 : √((a + b).choose (n + 1) : ℝ) ≠ 0 :=
        (Real.sqrt_pos.mpr (Nat.cast_pos.mpr (Nat.choose_pos hlt))).ne'
      rw [← add_div, ← mul_div_assoc, div_eq_div_iff p0 p1]
      linear_combination (√(a.choose k : ℝ) * √(b.choose l : ℝ)) *
        √((a + b).choose (n + 1) : ℝ) * hkl - (√(a.choose k : ℝ) * √(b.choose l : ℝ)) * hn
    · -- below the lowest state one of the binomial coefficients vanishes
      have hz : √(a.choose k : ℝ) * √(b.choose l : ℝ) = 0 := by
        have h1 : a < k ∨ b < l := by omega
        rcases h1 with h1 | h1 <;> simp [Nat.choose_eq_zero_of_lt h1]
      rw [hz]
      simp
  · simp [h]

/-- The squared stretched coefficient is `C(a,k) C(b,n-k) / C(a+b,n)`. -/
theorem stretched_sq (a b : ℕ) {n k : ℕ} (h : k ≤ n) :
    stretched a b n k (n - k) ^ 2
      = (a.choose k : ℝ) * (b.choose (n - k) : ℝ) / ((a + b).choose n : ℝ) := by
  rw [stretched, if_pos (Nat.add_sub_of_le h), Real.sq_sqrt (by positivity)]

/-- Vandermonde's identity weighted with the falling factorial `k(k-1)...(k-r+1)`. -/
theorem choose_factorial_moment (r a b n : ℕ) :
    (a + b).descFactorial r *
        ∑ k ∈ range (n + 1), a.choose k * b.choose (n - k) * k.descFactorial r
      = a.descFactorial r * n.descFactorial r * (a + b).choose n := by
  induction r generalizing a n with
  | zero =>
    simp only [Nat.descFactorial_zero, one_mul, mul_one]
    rw [Nat.add_choose_eq]
    exact (Finset.Nat.sum_antidiagonal_eq_sum_range_succ
      (fun i j => a.choose i * b.choose j) n).symm
  | succ r ih =>
    rcases a with _ | a
    · have h0 : ∑ k ∈ range (n + 1),
          (0 : ℕ).choose k * b.choose (n - k) * k.descFactorial (r + 1) = 0 :=
        Finset.sum_eq_zero (fun k _ => by rcases k with _ | k <;> simp)
      rw [h0]
      simp
    rcases n with _ | n
    · simp
    -- absorb one factor k into the binomial coefficient
    have hs : ∑ k ∈ range (n + 1 + 1),
          (a + 1).choose k * b.choose (n + 1 - k) * k.descFactorial (r + 1)
        = (a + 1) * ∑ k ∈ range (n + 1), a.choose k * b.choose (n - k) * k.descFactorial r := by
      rw [Finset.sum_range_succ', Finset.mul_sum]
      simp only [Nat.zero_descFactorial_succ, mul_zero, add_zero]
      refine Finset.sum_congr rfl fun k _ => ?_
      rw [Nat.succ_descFactorial_succ, Nat.add_sub_add_right]
      have h1 := Nat.add_one_mul_choose_eq a k
      calc _ = ((a + 1).choose (k + 1) * (k + 1)) * (b.choose (n - k) * k.descFactorial r) := by
            ring
        _ = _ := by rw [← h1]; ring
    have h2 := Nat.add_one_mul_choose_eq (a + b) n
    rw [hs, show a + 1 + b = a + b + 1 by ring]
    simp only [Nat.succ_descFactorial_succ]
    calc _ = (a + b + 1) * (a + 1) * ((a + b).descFactorial r *
          ∑ k ∈ range (n + 1), a.choose k * b.choose (n - k) * k.descFactorial r) := by ring
      _ = (a + 1) * a.descFactorial r * n.descFactorial r *
          ((a + b + 1) * (a + b).choose n) := by rw [ih a n]; ring
      _ = _ := by rw [h2]; ring

/-- Factorial moments of every order `r` of the number of lowering steps carried by the first
spin in the stretched state. -/
theorem average_descFactorial {a b n : ℕ} (h : n ≤ a + b) (r : ℕ) :
    ((a + b).descFactorial r : ℝ) * average a b n (fun k => (k.descFactorial r : ℝ))
      = (a.descFactorial r : ℝ) * (n.descFactorial r : ℝ) := by
  have hC : ((a + b).choose n : ℝ) ≠ 0 := (Nat.cast_pos.mpr (Nat.choose_pos h)).ne'
  have hs : average a b n (fun k => (k.descFactorial r : ℝ))
      = ((∑ k ∈ range (n + 1), a.choose k * b.choose (n - k) * k.descFactorial r : ℕ) : ℝ)
        / ((a + b).choose n : ℝ) := by
    rw [average, Nat.cast_sum, Finset.sum_div]
    refine Finset.sum_congr rfl fun k hk => ?_
    rw [stretched_sq a b (Nat.lt_succ_iff.mp (Finset.mem_range.mp hk))]
    push_cast
    ring
  rw [hs, ← mul_div_assoc, div_eq_iff hC]
  exact_mod_cast choose_factorial_moment r a b n

private lemma average_quadratic (a b n : ℕ) (x y z : ℝ) :
    average a b n (fun k => x * ((k : ℝ) * ((k : ℝ) - 1)) + y * (k : ℝ) + z)
      = x * average a b n (fun k => (k : ℝ) * ((k : ℝ) - 1))
        + y * average a b n (fun k => (k : ℝ)) + z * average a b n (fun _ => 1) := by
  simp only [average, Finset.mul_sum, ← Finset.sum_add_distrib]
  exact Finset.sum_congr rfl fun k _ => by ring

/-- Variance of `m1` in the stretched state of spins `a/2` and `b/2`, lowered `n` times from
the top. -/
theorem varianceM1_eq {a b n : ℕ} (hab : 2 ≤ a + b) (h : n ≤ a + b) :
    varianceM1 a b n = (n : ℝ) * a * b * ((a : ℝ) + b - n)
      / (((a : ℝ) + b) ^ 2 * ((a : ℝ) + b - 1)) := by
  have hR : (2 : ℝ) ≤ (a : ℝ) + b := by exact_mod_cast hab
  have hA : (a : ℝ) + b ≠ 0 := by linarith
  have hA1 : (a : ℝ) + b - 1 ≠ 0 := by linarith
  -- the three lowest factorial moments
  have m0 := average_descFactorial h 0
  have m1 := average_descFactorial h 1
  have m2 := average_descFactorial h 2
  simp only [Nat.descFactorial_zero, Nat.cast_one, one_mul] at m0
  simp only [Nat.descFactorial_one, Nat.cast_add] at m1
  simp only [Nat.cast_descFactorial_two, Nat.cast_add] at m2
  have e1 : average a b n (fun k => (k : ℝ)) = (a : ℝ) * n / ((a : ℝ) + b) :=
    (eq_div_iff hA).mpr (by linear_combination m1)
  have e2 : average a b n (fun k => (k : ℝ) * ((k : ℝ) - 1))
      = (a : ℝ) * (a - 1) * (n * (n - 1)) / (((a : ℝ) + b) * ((a : ℝ) + b - 1)) :=
    (eq_div_iff (mul_ne_zero hA hA1)).mpr (by linear_combination m2)
  have hmean : average a b n (fun i => (a : ℝ) / 2 - i)
      = (a : ℝ) / 2 - (a : ℝ) * n / ((a : ℝ) + b) := by
    have hf : (fun i : ℕ => (a : ℝ) / 2 - i)
        = fun i : ℕ => 0 * ((i : ℝ) * ((i : ℝ) - 1)) + (-1) * (i : ℝ) + (a : ℝ) / 2 := by
      funext i
      ring
    rw [hf, average_quadratic, m0, e1]
    ring
  -- expand the squared deviation in factorial moments
  have hsq : (fun k : ℕ => ((a : ℝ) / 2 - k - ((a : ℝ) / 2 - (a : ℝ) * n / ((a : ℝ) + b))) ^ 2)
      = fun k : ℕ => 1 * ((k : ℝ) * ((k : ℝ) - 1))
        + (1 - 2 * ((a : ℝ) * n / ((a : ℝ) + b))) * (k : ℝ)
        + ((a : ℝ) * n / ((a : ℝ) + b)) ^ 2 := by
    funext k
    ring
  rw [varianceM1, hmean, hsq, average_quadratic, m0, e1, e2]
  field_simp
  ring

/-- The projection `m1` has zero variance in a stretched state exactly when one spin is zero or
the state is the highest or the lowest of its multiplet. -/
theorem varianceM1_eq_zero_iff {a b n : ℕ} (hab : 2 ≤ a + b) (h : n ≤ a + b) :
    varianceM1 a b n = 0 ↔ a = 0 ∨ b = 0 ∨ n = 0 ∨ n = a + b := by
  have hR : (2 : ℝ) ≤ (a : ℝ) + b := by exact_mod_cast hab
  have hD : ((a : ℝ) + b) ^ 2 * ((a : ℝ) + b - 1) ≠ 0 :=
    mul_ne_zero (pow_ne_zero 2 (by linarith)) (by linarith)
  have hc : ((a : ℝ) + b = n) ↔ a + b = n := by norm_cast
  rw [varianceM1_eq hab h, div_eq_zero_iff, or_iff_left hD, mul_eq_zero, mul_eq_zero,
    mul_eq_zero, sub_eq_zero, hc]
  simp only [Nat.cast_eq_zero]
  omega

end

end StretchedClebschGordanVariance
```

```lean
#print axioms StretchedClebschGordanVariance.stretched_top
#print axioms StretchedClebschGordanVariance.lower_stretched
#print axioms StretchedClebschGordanVariance.varianceM1_eq_zero_iff
```

```
'StretchedClebschGordanVariance.stretched_top' depends on axioms: [propext, Classical.choice, Quot.sound]
'StretchedClebschGordanVariance.lower_stretched' depends on axioms: [propext, Classical.choice, Quot.sound]
'StretchedClebschGordanVariance.varianceM1_eq_zero_iff' depends on axioms: [propext, Classical.choice, Quot.sound]
```

## How the proof follows the algebra

`ladder_choose` is the square-root identity for one spin. `lower_stretched` applies it to each spin in `e1` and `e2`, then to the total spin in `hn`; `linear_combination` combines these with $k+l=n+1$. A separate case handles $n\ge N$, where a binomial coefficient vanishes. `stretched_top` supplies the starting state.

`choose_factorial_moment` is the induction on $r$, carried out in natural numbers with $a$ and $n$ left general so that both can decrease. Its step `hs` is the absorption of $k$. `average_descFactorial` uses `stretched_sq` to turn the sum into a quantum average.

In `varianceM1_eq`, the moments `m0`, `m1` and `m2` are the orders 0, 1 and 2. `hsq` rewrites the squared deviation in terms of $k(k-1)$, $k$ and 1, `average_quadratic` averages it term by term, and `field_simp` and `ring` carry out the final simplification. `varianceM1_eq_zero_iff` reads the zeros off the numerator.
